# A sharp bound on the residual norm when DIIS minimises in another metric

A self-consistent field calculation has produced several trial Fock matrices, each with an error vector that vanishes at self-consistency. DIIS (direct inversion in the iterative subspace) combines them with coefficients that sum to one, chosen to make the combined error small. "Small" needs a metric, and the metric used in the minimisation may weight the error components differently from the norm used to judge convergence. How much larger can the residual be, in the convergence norm, than the best one available from the same errors?

Let the metric be a symmetric bilinear form $Q$ with $m\|v\|^2\le Q(v,v)\le L\|v\|^2$ and $m>0$. The squared residual norm is then at most $(L+m)^2/(4mL)$ times that of any other sum-one combination, and this constant is attained.

## Errors, metric and DIIS coefficients

```lean
import Mathlib

open Finset

namespace DIISErrorMetric

noncomputable section

variable {V W ι : Type*} [NormedAddCommGroup V] [InnerProductSpace ℝ V]
  [NormedAddCommGroup W] [InnerProductSpace ℝ W] [Fintype ι]
```

`V` is a real inner product space, of finite or infinite dimension, which holds the errors. `W` is a second such space, used later for preconditioned errors. The finite type `ι` labels the stored iterates.

```lean
/-- The extrapolated residual `∑ c_i e_i` of the error vectors `e_i`. -/
def residual (e : ι → V) (c : ι → ℝ) : V := ∑ i, c i • e i
```

For errors $e_i$ and coefficients $c_i$, this is the extrapolated residual $r_c=\sum_i c_i e_i$. The symbol `•` multiplies a vector by a number.

```lean
/-- A symmetric bilinear form whose quadratic form lies between `m` and `L` times the
squared norm, with `m` positive. -/
structure IsErrorMetric (Q : V →ₗ[ℝ] V →ₗ[ℝ] ℝ) (m L : ℝ) : Prop where
  pos : 0 < m
  symm : ∀ v w, Q v w = Q w v
  lower : ∀ v, m * ‖v‖ ^ 2 ≤ Q v v
  upper : ∀ v, Q v v ≤ L * ‖v‖ ^ 2
```

The type `V →ₗ[ℝ] V →ₗ[ℝ] ℝ` describes a map linear in each of two vector arguments, and `Q v w` is $Q(v,w)$. The four fields say that $m>0$, that $Q$ is symmetric, and that the two bounds hold for every $v$. Physically, $m$ and $L$ bound the weights that the metric gives to different error directions; positive $m$ means that no direction goes unseen.

```lean
/-- DIIS coefficients for the metric `Q`: they sum to one and minimise `Q(r, r)` among all
coefficients that sum to one. -/
def IsDIIS (Q : V →ₗ[ℝ] V →ₗ[ℝ] ℝ) (e : ι → V) (c : ι → ℝ) : Prop :=
  ∑ i, c i = 1 ∧ ∀ d : ι → ℝ, ∑ i, d i = 1 →
    Q (residual e c) (residual e c) ≤ Q (residual e d) (residual e d)
```

`IsDIIS Q e c` says that $\sum_i c_i=1$ and $Q(r_c,r_c)\le Q(r_d,r_d)$ whenever $\sum_i d_i=1$. The minimiser is characterised, not computed: the theorems take such a $c$ as given, however it was found.

## Stationarity along a line of coefficients

```lean
/-- If a parabola through the origin is nowhere negative, its slope at the origin vanishes. -/
theorem slope_eq_zero {b A : ℝ} (h : ∀ t : ℝ, 0 ≤ 2 * t * b + t ^ 2 * A) : b = 0 := by
  by_contra hb
  have hb2 : 0 < b ^ 2 := by positivity
  obtain ⟨u, hu, huA⟩ : ∃ u : ℝ, 0 < u ∧ u * A ≤ 1 := by
    refine ⟨1 / (|A| + 1), by positivity, ?_⟩
    rw [div_mul_eq_mul_div, one_mul, div_le_one (by positivity)]
    linarith [le_abs_self A]
  -- a short step against the slope would lower the parabola below zero
  have h1 := h (-b * u)
  nlinarith [mul_pos hb2 hu, mul_nonneg (mul_pos hb2 hu).le (sub_nonneg.2 huA)]
```

Suppose $2tb+t^2A\ge0$ for every real $t$, but $b\ne0$. Choose $u=1/(|A|+1)$, so that $u>0$ and $uA\le1$. At $t=-bu$ the expression equals
$$-2b^2u+b^2u^2A=b^2u(uA-2)\le-b^2u<0,$$
a contradiction. In Lean, `by_contra` assumes $b\neq0$, `obtain` supplies $u$, and `nlinarith` finishes the inequality from the products listed after it.

```lean
/-- Stationarity: the DIIS residual has the same `Q`-product with every sum-one residual as
with itself. -/
theorem stationarity {Q : V →ₗ[ℝ] V →ₗ[ℝ] ℝ} (hsymm : ∀ v w, Q v w = Q w v)
    {e : ι → V} {c d : ι → ℝ} (hc : IsDIIS Q e c) (hd : ∑ i, d i = 1) :
    Q (residual e c) (residual e d) = Q (residual e c) (residual e c) := by
  refine sub_eq_zero.1 (slope_eq_zero (A := Q (residual e d) (residual e d)
    - 2 * Q (residual e c) (residual e d) + Q (residual e c) (residual e c)) fun t => ?_)
  -- move from `c` towards `d`, staying on the sum-one plane
  have h1 : ∑ i, ((1 - t) * c i + t * d i) = 1 := by
    rw [sum_add_distrib, ← mul_sum, ← mul_sum, hc.1, hd]
    ring
  have h2 : residual e (fun i => (1 - t) * c i + t * d i)
      = (1 - t) • residual e c + t • residual e d := by
    simp only [residual, add_smul, mul_smul, sum_add_distrib, smul_sum]
  have h3 := hc.2 (fun i => (1 - t) * c i + t * d i) h1
  rw [h2] at h3
  simp only [map_add, map_smul, LinearMap.add_apply, LinearMap.smul_apply, smul_eq_mul] at h3
  rw [hsymm (residual e d) (residual e c)] at h3
  nlinarith [h3]
```

The claim is $Q(r_c,r_d)=Q(r_c,r_c)$ for every sum-one $d$. The coefficients $(1-t)c_i+td_i$ also sum to one, and their residual is $(1-t)r_c+tr_d$. Minimality of $c$ gives
$$0\le 2t\,[Q(r_c,r_d)-Q(r_c,r_c)]+t^2\,[Q(r_d,r_d)-2Q(r_c,r_d)+Q(r_c,r_c)]$$
for every $t$. By the previous lemma the first bracket vanishes. In the code, `h1` checks the sum, `h2` the residual, and `h3` is minimality at the shifted coefficients.

## From the condition number to the sharp constant

```lean
/-- The squared norm of the DIIS residual is at most `L / m` times that of any sum-one
residual. -/
theorem residual_le_condition_number {Q : V →ₗ[ℝ] V →ₗ[ℝ] ℝ} {m L : ℝ}
    (hQ : IsErrorMetric Q m L) {e : ι → V} {c d : ι → ℝ} (hc : IsDIIS Q e c)
    (hd : ∑ i, d i = 1) : ‖residual e c‖ ^ 2 ≤ L / m * ‖residual e d‖ ^ 2 := by
  rw [div_mul_eq_mul_div, le_div_iff₀ hQ.pos]
  linarith [hQ.lower (residual e c), hc.2 d hd, hQ.upper (residual e d)]
```

Three inequalities in a row suffice here:
$$m\|r_c\|^2\le Q(r_c,r_c)\le Q(r_d,r_d)\le L\|r_d\|^2.$$
Dividing by $m$ gives the factor $L/m$. The final `linarith` adds exactly these three facts. Stationarity has not been used, and using it improves the constant.

```lean
/-- The squared norm of the DIIS residual is at most `(L + m)² / (4 m L)` times that of any
sum-one residual. -/
theorem residual_le_sharp {Q : V →ₗ[ℝ] V →ₗ[ℝ] ℝ} {m L : ℝ}
    (hQ : IsErrorMetric Q m L) (hmL : m ≤ L) {e : ι → V} {c d : ι → ℝ}
    (hc : IsDIIS Q e c) (hd : ∑ i, d i = 1) :
    ‖residual e c‖ ^ 2 ≤ (L + m) ^ 2 / (4 * m * L) * ‖residual e d‖ ^ 2 := by
  have hm := hQ.pos
  have hL : 0 < L := hm.trans_le hmL
  have hst := stationarity hQ.symm hc hd
  have h0 : m * ‖residual e c‖ ^ 2 ≤ L * ‖residual e d‖ ^ 2 := by
    linarith [hQ.lower (residual e c), hc.2 d hd, hQ.upper (residual e d)]
  rw [div_mul_eq_mul_div, le_div_iff₀ (by positivity)]
  generalize residual e c = r at *
  generalize residual e d = s at *
  rcases hmL.eq_or_lt with heq | hlt
  · rw [← heq] at h0 ⊢
    nlinarith [mul_nonneg hm.le (sub_nonneg.2 h0)]
  · have hn : ∀ x y : ℝ, ‖x • r - y • s‖ ^ 2
        = x ^ 2 * ‖r‖ ^ 2 - 2 * x * y * inner ℝ r s + y ^ 2 * ‖s‖ ^ 2 := by
      intro x y
      rw [norm_sub_sq_real]
      simp only [norm_smul, real_inner_smul_left, real_inner_smul_right, mul_pow,
        Real.norm_eq_abs, sq_abs]
      ring
    have hq : ∀ x y : ℝ, Q (x • r - y • s) (x • r - y • s)
        = x ^ 2 * Q r r - 2 * x * y * Q r s + y ^ 2 * Q s s := by
      intro x y
      simp only [map_sub, map_smul, LinearMap.sub_apply, LinearMap.smul_apply, smul_eq_mul]
      rw [hQ.symm s r]
      ring
    -- in the sum of these two bounds every term containing `Q` or the inner product cancels
    have h1 := hQ.lower ((2 * L) • r - (L + m) • s)
    have h2 := hQ.upper ((2 * m) • r - (L + m) • s)
    rw [hn, hq, hst] at h1 h2
    have h3 : 0 ≤ (L - m) * ((L + m) ^ 2 * ‖s‖ ^ 2 - 4 * m * L * ‖r‖ ^ 2) := by
      nlinarith [h1, h2]
    have h4 := (mul_nonneg_iff_of_pos_left (sub_pos.2 hlt)).1 h3
    linarith
```

The theorem states
$$\|r_c\|^2\le\frac{(L+m)^2}{4mL}\,\|r_d\|^2$$
for every sum-one $d$. The added hypothesis `hmL`, $m\le L$, follows from the two metric bounds whenever the space contains a non-zero vector.

Write $r=r_c$ and $s=r_d$, as the code does after `generalize`. If $L=m$, the chain above already gives $\|r\|^2\le\|s\|^2$, which is the claim.

If $m<L$, apply the lower bound to $2Lr-(L+m)s$. Expanding $Q$ and replacing $Q(r,s)$ by $Q(r,r)$ gives
$$m\left[4L^2\|r\|^2-4L(L+m)\langle r,s\rangle+(L+m)^2\|s\|^2\right]\le-4mL\,Q(r,r)+(L+m)^2Q(s,s).$$
Now apply the upper bound to $2mr-(L+m)s$:
$$-4mL\,Q(r,r)+(L+m)^2Q(s,s)\le L\left[4m^2\|r\|^2-4m(L+m)\langle r,s\rangle+(L+m)^2\|s\|^2\right].$$
The same expression in $Q$ stands in the middle, so the two inequalities join. Both outer sides contain $-4mL(L+m)\langle r,s\rangle$, which cancels, leaving
$$0\le(L-m)\left[(L+m)^2\|s\|^2-4mL\|r\|^2\right].$$
Since $L-m>0$, the bracket is non-negative, and division by $4mL$ gives the result.

The helper facts `hn` and `hq` are the expansions of the squared norm and of $Q$; `h1` and `h2` are the two metric bounds, `h3` is the last display, and `h4` removes the positive factor.

In the limiting case $L=m$ the constant is one: the metric is a multiple of the inner product, and DIIS finds the smallest residual norm. With a single stored error the only sum-one coefficient is $1$, so $r_c=r_d$ whatever the metric.

## Preconditioned errors

```lean
/-- The metric that measures errors after a linear preconditioner `T`. -/
def precondMetric (T : V →ₗ[ℝ] W) : V →ₗ[ℝ] V →ₗ[ℝ] ℝ :=
  LinearMap.mk₂ ℝ (fun v w => inner ℝ (T v) (T w))
    (by intros; simp only [map_add, inner_add_left])
    (by intros; simp only [map_smul, real_inner_smul_left, smul_eq_mul])
    (by intros; simp only [map_add, inner_add_right])
    (by intros; simp only [map_smul, real_inner_smul_right, smul_eq_mul])
```

A linear preconditioner $T:V\to W$ defines the form $Q(v,w)=\langle Tv,Tw\rangle$. `LinearMap.mk₂` builds it from the formula and four short checks of additivity and scaling.

```lean
/-- If `c` minimises the preconditioned residual norm and `T` stretches lengths by factors
between `α` and `β`, the bare residual norm is at most `(β² + α²) / (2 α β)` times that of any
sum-one residual. -/
theorem preconditioned_residual_le (T : V →ₗ[ℝ] W) {α β : ℝ} (hα : 0 < α) (hαβ : α ≤ β)
    (hlow : ∀ v, α * ‖v‖ ≤ ‖T v‖) (hup : ∀ v, ‖T v‖ ≤ β * ‖v‖)
    {e : ι → V} {c d : ι → ℝ} (hc : ∑ i, c i = 1)
    (hmin : ∀ d : ι → ℝ, ∑ i, d i = 1 → ‖T (residual e c)‖ ≤ ‖T (residual e d)‖)
    (hd : ∑ i, d i = 1) :
    ‖residual e c‖ ≤ (β ^ 2 + α ^ 2) / (2 * α * β) * ‖residual e d‖ := by
  have hβ : 0 < β := hα.trans_le hαβ
  have hself : ∀ v, precondMetric T v v = ‖T v‖ ^ 2 := fun v =>
    real_inner_self_eq_norm_sq (T v)
  have hQ : IsErrorMetric (precondMetric T) (α ^ 2) (β ^ 2) := by
    refine ⟨by positivity, fun v w => real_inner_comm (T w) (T v), fun v => ?_, fun v => ?_⟩
    · rw [hself, ← mul_pow]
      exact pow_le_pow_left₀ (by positivity) (hlow v) 2
    · rw [hself, ← mul_pow]
      exact pow_le_pow_left₀ (norm_nonneg _) (hup v) 2
  have hD : IsDIIS (precondMetric T) e c := by
    refine ⟨hc, fun d hd => ?_⟩
    rw [hself, hself]
    exact pow_le_pow_left₀ (norm_nonneg _) (hmin d hd) 2
  have h := residual_le_sharp hQ (pow_le_pow_left₀ hα.le hαβ 2) hD hd
  refine (sq_le_sq₀ (norm_nonneg _) (by positivity)).1 (h.trans_eq ?_)
  ring
```

Here $T$ satisfies $\alpha\|v\|\le\|Tv\|\le\beta\|v\|$ with $0<\alpha\le\beta$, so it stretches every error by a factor between $\alpha$ and $\beta$. If $c$ minimises $\|Tr_c\|$ among sum-one coefficients, then
$$\|r_c\|\le\frac{\beta^2+\alpha^2}{2\alpha\beta}\,\|r_d\|.$$
Squaring the stretching bounds gives an error metric with $m=\alpha^2$ and $L=\beta^2$ (`hQ`), and squaring the minimality condition gives `IsDIIS` (`hD`). The preceding theorem then bounds the squared norms, and taking square roots finishes the argument.

When an electronic-structure code applies one such linear preconditioner $T$ to all the stored errors, this limits the cost in the bare residual norm of one extrapolation from a fixed, finite set of errors. It does not bound the error re-evaluated at the extrapolated Fock or density matrix, which in a nonlinear problem generally differs from the linear combination, nor does it give a convergence rate.

## Two errors that attain the bound

```lean
/-- The diagonal metric on the plane with weights `m` and `L`. -/
def diagMetric (m L : ℝ) :
    EuclideanSpace ℝ (Fin 2) →ₗ[ℝ] EuclideanSpace ℝ (Fin 2) →ₗ[ℝ] ℝ :=
  LinearMap.mk₂ ℝ (fun x y => m * x 0 * y 0 + L * x 1 * y 1)
    (by intros; simp only [PiLp.add_apply]; ring)
    (by intros; simp only [PiLp.smul_apply, smul_eq_mul]; ring)
    (by intros; simp only [PiLp.add_apply]; ring)
    (by intros; simp only [PiLp.smul_apply, smul_eq_mul]; ring)
```

On the plane, `diagMetric m L` is $Q(x,y)=m\,x_0y_0+L\,x_1y_1$. Lean numbers the two coordinates 0 and 1.

```lean
/-- Two error vectors in the plane, along `(b, a)` and `(a, b)`. -/
def extremalErrors (a b : ℝ) : Fin 2 → EuclideanSpace ℝ (Fin 2) :=
  ![!₂[(a ^ 2 + b ^ 2) * b, (a ^ 2 + b ^ 2) * a], !₂[2 * a * b * a, 2 * a * b * b]]
```

The two errors are $e_0=(a^2+b^2)(b,a)$ and $e_1=2ab\,(a,b)$. The notation `!₂[...]` writes a vector of the Euclidean plane by its coordinates.

```lean
/-- For the diagonal metric with weights `a²` and `b²`, DIIS on the two extremal errors may
select the first one, and the bound `(L + m)² / (4 m L)` is then an equality against the
non-zero second one. -/
theorem residual_le_sharp_witness {a b : ℝ} (ha : 0 < a) (hab : a ≤ b) :
    IsErrorMetric (diagMetric (a ^ 2) (b ^ 2)) (a ^ 2) (b ^ 2) ∧
    IsDIIS (diagMetric (a ^ 2) (b ^ 2)) (extremalErrors a b) ![1, 0] ∧
    residual (extremalErrors a b) ![0, 1] ≠ 0 ∧
    ‖residual (extremalErrors a b) ![1, 0]‖ ^ 2
      = (b ^ 2 + a ^ 2) ^ 2 / (4 * a ^ 2 * b ^ 2)
        * ‖residual (extremalErrors a b) ![0, 1]‖ ^ 2 := by
  have hb : 0 < b := ha.trans_le hab
  have hsq : a ^ 2 ≤ b ^ 2 := pow_le_pow_left₀ ha.le hab 2
  have hQ : ∀ x y, diagMetric (a ^ 2) (b ^ 2) x y
      = a ^ 2 * x 0 * y 0 + b ^ 2 * x 1 * y 1 := fun _ _ => rfl
  have hn : ∀ x : EuclideanSpace ℝ (Fin 2), ‖x‖ ^ 2 = x 0 ^ 2 + x 1 ^ 2 := by
    intro x
    simp only [EuclideanSpace.norm_sq_eq, Fin.sum_univ_two, Real.norm_eq_abs, sq_abs]
  -- the two coordinates of a general residual
  have r0 : ∀ d : Fin 2 → ℝ, residual (extremalErrors a b) d 0
      = d 0 * ((a ^ 2 + b ^ 2) * b) + d 1 * (2 * a * b * a) := by
    intro d
    simp [residual, Fin.sum_univ_two, extremalErrors]
  have r1 : ∀ d : Fin 2 → ℝ, residual (extremalErrors a b) d 1
      = d 0 * ((a ^ 2 + b ^ 2) * a) + d 1 * (2 * a * b * b) := by
    intro d
    simp [residual, Fin.sum_univ_two, extremalErrors]
  refine ⟨⟨by positivity, fun v w => ?_, fun v => ?_, fun v => ?_⟩,
    ⟨by simp [Fin.sum_univ_two], fun d hd => ?_⟩, fun h => ?_, ?_⟩
  · rw [hQ, hQ]
    ring
  · rw [hQ, hn]
    nlinarith [mul_nonneg (sub_nonneg.2 hsq) (sq_nonneg (v 1))]
  · rw [hQ, hn]
    nlinarith [mul_nonneg (sub_nonneg.2 hsq) (sq_nonneg (v 0))]
  · rw [Fin.sum_univ_two] at hd
    have hd0 : d 0 = 1 - d 1 := by linarith
    rw [hQ, hQ, r0, r1, r0, r1, hd0]
    simp only [Matrix.cons_val_zero, Matrix.cons_val_one]
    -- the excess of `Q(r, r)` over its minimum is a perfect square
    nlinarith [sq_nonneg (d 1 * a * b * (a ^ 2 - b ^ 2))]
  · have h' : residual (extremalErrors a b) ![0, 1] 0 = 0 := by
      rw [h]
      rfl
    rw [r0] at h'
    simp [ha.ne', hb.ne'] at h'
  · rw [hn, hn, r0, r1, r0, r1, div_mul_eq_mul_div, eq_div_iff (by positivity)]
    simp only [Matrix.cons_val_zero, Matrix.cons_val_one]
    ring

end

end DIISErrorMetric
```

For $0<a\le b$, set $m=a^2$ and $L=b^2$. The theorem makes four statements: the diagonal form is an error metric with these bounds; the coefficients $(1,0)$ are DIIS coefficients; the competing residual $e_1$ is non-zero; and the sharp inequality is an equality for this pair. Any $0<m\le L$ is covered by taking square roots, so no smaller constant depending only on $m$ and $L$ can serve for all errors.

The metric bounds follow from $a^2\le b^2$, coordinate by coordinate. For minimality, put $d_0=1-d_1$ and expand:
$$Q(r_d,r_d)=Q(e_0,e_0)+2a^2b^2(a^2-b^2)^2d_1^2.$$
The excess is never negative, so $d_1=0$ gives a minimum. The norms are
$$\|e_0\|^2=(a^2+b^2)^3,\qquad \|e_1\|^2=4a^2b^2(a^2+b^2),$$
and their ratio is $(a^2+b^2)^2/(4a^2b^2)$, the constant in the bound. In the code, `r0` and `r1` compute the two coordinates of a general residual; the `refine` step then splits the claim into its parts, which are settled by the algebra above.

For a numerical instance take $a=1$ and $b=2$, so that $m=1$ and $L=4$. The errors are $e_0=(10,5)$ and $e_1=(4,8)$. In the metric,
$$Q(e_0,e_0)=100+4\cdot25=200,\qquad Q(e_1,e_1)=16+4\cdot64=272,$$
and $Q(e_0,e_1)=40+4\cdot40=200$, as stationarity requires. DIIS in this metric therefore selects $e_0$, with $\|e_0\|^2=125$, although $\|e_1\|^2=80$. The ratio is $125/80=25/16$, equal to $(4+1)^2/(4\cdot1\cdot4)$, whereas the simpler bound allows $L/m=4$. In the norm itself, the loss is a factor of $5/4$.

```lean
#print axioms DIISErrorMetric.residual_le_condition_number
#print axioms DIISErrorMetric.residual_le_sharp
#print axioms DIISErrorMetric.preconditioned_residual_le
```

```
'DIISErrorMetric.residual_le_condition_number' depends on axioms: [propext, Classical.choice, Quot.sound]
'DIISErrorMetric.residual_le_sharp' depends on axioms: [propext, Classical.choice, Quot.sound]
'DIISErrorMetric.preconditioned_residual_le' depends on axioms: [propext, Classical.choice, Quot.sound]
```
